# The Jordan-Wigner annihilation matrix has a nonzero element for emptying an occupied site

For a finite number of sites, each empty or occupied, the Jordan-Wigner annihilation matrix of site `j` is a tensor product with Z on the sites before `j`, the lowering matrix (X + iY)/2 at `j`, and the identity after it. The lemma `jw_ne_zero` says that if `j` is occupied in the string `t`, then the entry of this matrix from `t` to the same string with `j` emptied is not zero. It concerns one matrix entry between basis strings, and no Hamiltonian enters. The attempt treats the entry as a product of one-site entries and shows that each factor is nonzero, taking the sites before `j`, at `j` and after `j` in turn.

Lean 4 with Mathlib refuses this proof:

```lean
import Mathlib

open Matrix

namespace JwNeZero

noncomputable section

/-- Occupation strings of `n` sites, which label the basis states of `n` qubits. -/
abbrev Occ (n : ℕ) := Fin n → Fin 2

/-- The Pauli matrix X. -/
def pauliX : Matrix (Fin 2) (Fin 2) ℂ := !![0, 1; 1, 0]

/-- The Pauli matrix Y. -/
def pauliY : Matrix (Fin 2) (Fin 2) ℂ := !![0, -Complex.I; Complex.I, 0]

/-- The Pauli matrix Z. -/
def pauliZ : Matrix (Fin 2) (Fin 2) ℂ := !![1, 0; 0, -1]

/-- The one-qubit lowering matrix (X + iY)/2. -/
def lowering : Matrix (Fin 2) (Fin 2) ℂ := (1 / 2 : ℂ) • (pauliX + Complex.I • pauliY)

/-- The tensor product of one-qubit matrices, one for each site. -/
def siteProduct {n : ℕ} (A : Fin n → Matrix (Fin 2) (Fin 2) ℂ) : Matrix (Occ n) (Occ n) ℂ :=
  Matrix.of fun s t => ∏ k, A k (s k) (t k)

/-- The factor of the `j`-th Jordan-Wigner matrix on site `k`: Z before `j`, the lowering
matrix at `j`, the identity after `j`. -/
def jwFactor {n : ℕ} (j k : Fin n) : Matrix (Fin 2) (Fin 2) ℂ :=
  if k < j then pauliZ else if k = j then lowering else 1

/-- The Jordan-Wigner annihilation matrix of site `j`. -/
def jw {n : ℕ} (j : Fin n) : Matrix (Occ n) (Occ n) ℂ := siteProduct (jwFactor j)

/-- The lowering matrix has a single nonzero entry, which takes the occupied state to the
empty one. -/
theorem lowering_apply (x y : Fin 2) : lowering x y = if x = 0 ∧ y = 1 then 1 else 0 := by
  fin_cases x <;> fin_cases y <;> norm_num [lowering, pauliX, pauliY]

/-- If site `j` is occupied in `t`, then `a_j` has a nonzero matrix element from `t` to the
string in which site `j` has been emptied. -/
theorem jw_ne_zero {n : ℕ} (j : Fin n) (t : Occ n) (ht : t j = 1) :
    jw j (Function.update t j 0) t ≠ 0 := by
  have hz : ∀ x, pauliZ x x ≠ 0 := by
    intro x
    fin_cases x <;> simp [pauliZ]
  refine Finset.prod_ne_zero_iff.mpr fun k _ => ?_
  rcases lt_trichotomy k j with h | h | h
  · simpa [jwFactor, h, h.ne] using hz (t k)
  · subst h
    simp [jwFactor, lowering_apply, ht]
  · simp [jwFactor, h.ne', not_lt_of_ge h.le]

end

end JwNeZero
```

Lean reports:

```
Main.lean:48:9: error: typeclass instance problem is stuck
  NoZeroDivisors ?m.271

Note: Lean will not try to resolve this typeclass instance problem because the first, second, and third type arguments to `NoZeroDivisors` contain metavariables. These arguments must be fully determined before Lean will try to resolve the typeclass.

Hint: Adding type annotations and supplying implicit arguments to functions can give Lean more information for typeclass resolution. For example, if you have a variable `x` that you intend to be a `Nat`, but Lean reports it as having an unresolved type like `?m`, replacing `x` with `(x : Nat)` can get typeclass resolution un-stuck.
```

As a diff, the version that Lean accepts:

```diff
@@ -46,4 +46,5 @@
     intro x
     fin_cases x <;> simp [pauliZ]
+  change (∏ k, jwFactor j k (Function.update t j 0 k) (t k)) ≠ 0
   refine Finset.prod_ne_zero_iff.mpr fun k _ => ?_
   rcases lt_trichotomy k j with h | h | h
@@ -51,5 +52,7 @@
   · subst h
     simp [jwFactor, lowering_apply, ht]
-  · simp [jwFactor, h.ne', not_lt_of_ge h.le]
+  · have hu : Function.update t j 0 k = t k := Function.update_of_ne h.ne' _ _
+    rw [hu]
+    simp [jwFactor, h.ne', not_lt_of_ge h.le]
 
 end
```

The message says that Lean needed a `NoZeroDivisors` instance for `Finset.prod_ne_zero_iff`, but did not yet know the type in which the product is taken. The goal was an entry of `jw j`, and its product is hidden behind the definitions of `jw` and `siteProduct`. Lean did not get from that goal the type the lemma needed, so the instance search could not start.

The added `change` restates the goal as the product over `k`, which is equal to the entry by definition. The lemma now meets a visible product of complex numbers, and the instance can be found.

The other change is in the case of sites after `j`. It first proves that emptying `j` leaves the value at `k` alone, and rewrites with that, so that `simp` faces a diagonal entry of the identity matrix, which is 1. The error came before this case was reached, so the messages do not show whether the old `simp` line would have failed.
